# Independence sampler on a finite set: if $p\le Mg$, every transition probability is at least $p(y)/M$

A Metropolis-Hastings run can look settled while missing half of the target distribution. Take two states with target $p=(\tfrac12,\tfrac12)$ and draw proposals from $g=(\varepsilon,1-\varepsilon)$ with small $\varepsilon$, whatever the current state. A chain started in the second state reaches the first with probability only $\varepsilon$ per step, and once there it leaves with probability only $\varepsilon$. A short run from the second state usually never leaves it, and since every proposal made there is accepted, the acceptance rate gives no warning.

A bound $p(y)\le M g(y)$ for all $y$ limits this damage. The constant $M$ measures how badly the proposal may underweight a state; in the example its smallest value is $1/(2\varepsilon)$. The bound gives a minimum probability for every transition, and from it a convergence rate that holds for every start.

## The sampler and its Lean definitions

The states form a finite set `S`. The target and the proposal are functions `p g : S → ℝ`, and `M` is a real number. Positivity, the bound $p\le Mg$ and normalisation enter as hypotheses `hp`, `hg`, `hM`, `hp1` and `hg1`; each theorem lists those its proof uses. Continuous state spaces are not covered.

```lean
import Mathlib

open Finset

namespace IndependenceSampler

noncomputable section

variable {S : Type*} {p g : S → ℝ} {M : ℝ}
```

A proposed move from $x$ to $y$ is accepted with probability
$$a(x,y)=\min\left(1,\frac{p(y)\,g(x)}{p(x)\,g(y)}\right).$$

```lean
/-- The Metropolis-Hastings acceptance probability of a move from `x` to `y`, for target `p`
and a proposal `g` that does not depend on the current state. -/
def accept (p g : S → ℝ) (x y : S) : ℝ := min 1 (p y * g x / (p x * g y))
```

The point mass $\delta_x(y)$, which is 1 at $y=x$ and 0 elsewhere, describes a start in a known state.

```lean
/-- The probability distribution concentrated on the state `x`. -/
def pointMass [DecidableEq S] (x y : S) : ℝ := if y = x then 1 else 0
```

A rejected proposal leaves the chain at $x$, so the transition kernel is
$$P(x,y)=g(y)\,a(x,y)+\delta_x(y)\,R(x),\qquad R(x)=\sum_z g(z)\,(1-a(x,z)).$$

```lean
/-- The transition kernel of the independence sampler: propose `y` with weight `g y`, accept or
reject, and stay at `x` after a rejection. -/
def kernel [Fintype S] [DecidableEq S] (p g : S → ℝ) (x y : S) : ℝ :=
  g y * accept p g x y + if x = y then ∑ z, g z * (1 - accept p g x z) else 0
```

In a program, one stores $w(x)=\ln p(x)-\ln g(x)$, draws $y$ from $g$ and a uniform $u\in(0,1)$, and accepts if $\ln u<w(y)-w(x)$. Normalisation constants cancel in this difference. After a rejection the old state is counted again in the averages, which is the term $R(x)$.

One step takes a distribution $\mu$ to $(\mu P)(y)=\sum_x\mu(x)P(x,y)$.

```lean
/-- One step of the sampler acting on a distribution `μ` over the states. -/
def evolve [Fintype S] [DecidableEq S] (p g μ : S → ℝ) (y : S) : ℝ :=
  ∑ x, μ x * kernel p g x y
```

## (a) The accepted weight

**Task.** Show that $g(y)\,a(x,y)=\min\bigl(g(y),\,p(y)g(x)/p(x)\bigr)$.

**Solution.** Since $g(y)>0$, it can be multiplied into both entries of the minimum. The first becomes $g(y)$; in the second, $g(y)$ cancels. In Lean these two moves are `mul_min_of_nonneg` and the equation `e`.

```lean
/-- The weight of proposing and accepting `y` from `x` is the smaller of `g y` and
`p y * g x / p x`. -/
theorem proposal_mul_accept (hp : ∀ x, 0 < p x) (hg : ∀ x, 0 < g x) (x y : S) :
    g y * accept p g x y = min (g y) (p y * g x / p x) := by
  have h1 := (hp x).ne'
  have h2 := (hg y).ne'
  have e : g y * (p y * g x / (p x * g y)) = p y * g x / p x := by field_simp
  rw [accept, mul_min_of_nonneg _ _ (hg y).le, mul_one, e]
```

## (b) A lower bound on the accepted weight

**Task.** Let $p\le Mg$. Show that $g(y)\,a(x,y)\ge p(y)/M$.

**Solution.** From $0<p(x)\le Mg(x)$ and $g(x)>0$ we get $M>0$. By (a) it is enough to bound both entries of the minimum. The first satisfies $g(y)\ge p(y)/M$ by hypothesis. For the second, $g(x)/p(x)\ge 1/M$, so $p(y)g(x)/p(x)\ge p(y)/M$. The tactic step `apply le_min` makes the same split into two inequalities.

```lean
/-- If `p ≤ M g`, the weight of proposing and accepting `y` is at least `p y / M`, from every
current state `x`. -/
theorem accepted_ge (hp : ∀ x, 0 < p x) (hg : ∀ x, 0 < g x) (hM : ∀ x, p x ≤ M * g x)
    (x y : S) : p y / M ≤ g y * accept p g x y := by
  have hMpos : 0 < M := by
    by_contra h
    have h0 : M ≤ 0 := not_lt.mp h
    nlinarith [hp x, hM x, mul_nonneg (neg_nonneg.mpr h0) (hg x).le]
  rw [proposal_mul_accept hp hg]
  apply le_min
  · rw [div_le_iff₀ hMpos]
    linarith [hM y]
  · rw [div_le_div_iff₀ hMpos (hp x)]
    nlinarith [mul_le_mul_of_nonneg_left (hM x) (hp y).le]
```

## (c) Every transition, diagonal included

**Task.** Show that $P(x,y)\ge p(y)/M$ for all $x$ and $y$.

**Solution.** Each $a(x,z)\le1$, so $R(x)\ge0$. Therefore
$$P(x,y)\ge g(y)\,a(x,y)\ge p(y)/M,$$
and for $y=x$ the rejected weight only adds to the left side. The theorem `kernel_ge` does not assume normalisation. When $\sum_x g(x)=1$, the entries $P(x,y)$ are transition probabilities, by (d) below.

```lean
variable [Fintype S] [DecidableEq S]

/-- For positive `p` and `g` with `p ≤ M g`, every kernel entry `kernel p g x y`, including the case
`y = x`, is at least `p y / M`. -/
theorem kernel_ge (hp : ∀ x, 0 < p x) (hg : ∀ x, 0 < g x) (hM : ∀ x, p x ≤ M * g x)
    (x y : S) : p y / M ≤ kernel p g x y := by
  have h := accepted_ge hp hg hM x y
  -- the rejected weight can only help
  have h0 : 0 ≤ if x = y then ∑ z, g z * (1 - accept p g x z) else 0 := by
    split_ifs
    · exact sum_nonneg fun z _ =>
        mul_nonneg (hg z).le (sub_nonneg.mpr (min_le_left _ _))
    · exact le_rfl
  unfold kernel
  linarith
```

## (d) Rows sum to one

**Task.** Let $\sum_x g(x)=1$. Show that $\sum_y P(x,y)=1$.

**Solution.** Summing over $y$ picks up $R(x)$ once:
$$\sum_y g(y)a(x,y)+\sum_z g(z)(1-a(x,z))=\sum_z g(z)=1.$$
The lemma `sum_ite_eq` extracts the single diagonal term.

```lean
/-- For a normalised proposal the transition probabilities out of each state sum to one. -/
theorem kernel_row_sum (hg1 : ∑ x, g x = 1) (x : S) : ∑ y, kernel p g x y = 1 := by
  simp only [kernel, sum_add_distrib, sum_ite_eq, mem_univ, if_true]
  rw [← sum_add_distrib]
  refine Eq.trans (sum_congr rfl fun z _ => ?_) hg1
  ring
```

## (e) Detailed balance

**Task.** Show that $p(x)P(x,y)=p(y)P(y,x)$.

**Solution.** For $x=y$ there is nothing to do. For $x\ne y$ the rejection term is absent, and (a) gives
$$p(x)P(x,y)=\min\bigl(p(x)g(y),\,p(y)g(x)\bigr),$$
which is unchanged when $x$ and $y$ are exchanged. The proof ends with that symmetry, `min_comm`.

```lean
/-- Detailed balance: in the target distribution the flow from `x` to `y` equals the flow
from `y` to `x`. -/
theorem detailed_balance (hp : ∀ x, 0 < p x) (hg : ∀ x, 0 < g x) (x y : S) :
    p x * kernel p g x y = p y * kernel p g y x := by
  by_cases h : x = y
  · rw [h]
  · have h1 := (hp x).ne'
    have h2 := (hp y).ne'
    have e1 : p x * (p y * g x / p x) = p y * g x := by field_simp
    have e2 : p y * (p x * g y / p y) = p x * g y := by field_simp
    rw [kernel, kernel, if_neg h, if_neg (Ne.symm h), add_zero, add_zero,
      proposal_mul_accept hp hg, proposal_mul_accept hp hg,
      mul_min_of_nonneg _ _ (hp x).le, mul_min_of_nonneg _ _ (hp y).le, e1, e2]
    exact min_comm _ _
```

## (f) The target is stationary

**Task.** Show that $\sum_x p(x)P(x,y)=p(y)$ for normalised $g$.

**Solution.** By (e) and then (d),
$$\sum_x p(x)P(x,y)=p(y)\sum_x P(y,x)=p(y).$$

```lean
/-- The target distribution is left unchanged by a step of the sampler. -/
theorem stationary (hp : ∀ x, 0 < p x) (hg : ∀ x, 0 < g x) (hg1 : ∑ x, g x = 1) (y : S) :
    ∑ x, p x * kernel p g x y = p y := by
  rw [sum_congr rfl fun x _ => detailed_balance hp hg x y, ← mul_sum,
    kernel_row_sum hg1, mul_one]
```

## (g) Contraction in one step

**Task.** Let $p$, $g$ and $\mu$ each sum to one. Show that
$$\sum_y|(\mu P)(y)-p(y)|\le\left(1-\frac1M\right)\sum_x|\mu(x)-p(x)|.$$

**Solution.** By (f), $(\mu P)(y)-p(y)=\sum_x(\mu(x)-p(x))P(x,y)$. Since $\sum_x(\mu(x)-p(x))=0$, a term independent of $x$ may be subtracted from the kernel:
$$(\mu P)(y)-p(y)=\sum_x(\mu(x)-p(x))\left(P(x,y)-\frac{p(y)}M\right).$$
The last bracket is nonnegative by (c). Take absolute values, sum over $y$ and exchange the sums. For each $x$ the brackets add up to $1-1/M$, by (d) and $\sum_y p(y)=1$.

The identity is `hdiff` in Lean, and the `calc` block carries out the estimate. The theorem does not ask that $\mu$ be nonnegative, only that it sum to one.

```lean
/-- One step of the sampler shrinks the summed absolute deviation from the target by at least
the factor `1 - 1 / M`. -/
theorem contraction (hp : ∀ x, 0 < p x) (hg : ∀ x, 0 < g x) (hM : ∀ x, p x ≤ M * g x)
    (hp1 : ∑ x, p x = 1) (hg1 : ∑ x, g x = 1) (μ : S → ℝ) (hμ : ∑ x, μ x = 1) :
    ∑ y, |evolve p g μ y - p y| ≤ (1 - 1 / M) * ∑ x, |μ x - p x| := by
  -- the deviation has total weight zero, so `p y / M` may be subtracted from the kernel
  have hdiff : ∀ y, evolve p g μ y - p y
      = ∑ x, (μ x - p x) * (kernel p g x y - p y / M) := by
    intro y
    have hs := stationary hp hg hg1 y
    simp only [evolve, sub_mul, mul_sub, sum_sub_distrib, ← sum_mul, hμ, hp1, hs]
    ring
  calc ∑ y, |evolve p g μ y - p y|
      ≤ ∑ y, ∑ x, |μ x - p x| * (kernel p g x y - p y / M) := by
        refine sum_le_sum fun y _ => ?_
        rw [hdiff y]
        refine (abs_sum_le_sum_abs _ _).trans (le_of_eq (sum_congr rfl fun x _ => ?_))
        rw [abs_mul, abs_of_nonneg (sub_nonneg.mpr (kernel_ge hp hg hM x y))]
    _ = ∑ x, |μ x - p x| * (1 - 1 / M) := by
        rw [sum_comm]
        refine sum_congr rfl fun x _ => ?_
        rw [← mul_sum, sum_sub_distrib, kernel_row_sum hg1, ← sum_div, hp1]
    _ = (1 - 1 / M) * ∑ x, |μ x - p x| := by rw [← sum_mul, mul_comm]
```

## (h) Convergence from any start

**Task.** Show that after $n$ steps the summed absolute deviation is at most $(1-1/M)^n$ times its initial value.

**Solution.** Summing $p\le Mg$ over all states gives $1\le M$, so $1-1/M\ge0$. One step preserves the total weight, because $\sum_y(\mu P)(y)=\sum_x\mu(x)=1$ by (d). For $n=0$ the claim is an equality. For $n+1$ steps, apply the claim for $n$ steps to the start $\mu P$, then use (g):
$$\sum_y|(\mu P^{n+1})(y)-p(y)|\le\left(1-\frac1M\right)^{n}\left(1-\frac1M\right)\sum_y|\mu(y)-p(y)|.$$
The notation `(evolve p g)^[n] μ` means $n$ applications of the step to $\mu$, and `generalizing μ` allows the change of start.

```lean
/-- After `n` steps from any initial distribution, the summed absolute deviation from the target
is at most `(1 - 1 / M) ^ n` times its initial value. -/
theorem uniform_convergence (hp : ∀ x, 0 < p x) (hg : ∀ x, 0 < g x)
    (hM : ∀ x, p x ≤ M * g x) (hp1 : ∑ x, p x = 1) (hg1 : ∑ x, g x = 1)
    (μ : S → ℝ) (hμ : ∑ x, μ x = 1) (n : ℕ) :
    ∑ y, |(evolve p g)^[n] μ y - p y| ≤ (1 - 1 / M) ^ n * ∑ y, |μ y - p y| := by
  -- normalisation forces `1 ≤ M`
  have hM1 : 1 ≤ M := by
    have h := sum_le_sum fun x (_ : x ∈ (univ : Finset S)) => hM x
    rwa [← mul_sum, hp1, hg1, mul_one] at h
  have hr : 0 ≤ 1 - 1 / M := by
    rw [sub_nonneg, div_le_iff₀ (by linarith)]
    linarith
  induction n generalizing μ with
  | zero => simp
  | succ n ih =>
    have hμ' : ∑ y, evolve p g μ y = 1 := by
      simp only [evolve]
      rw [sum_comm]
      simp only [← mul_sum, kernel_row_sum hg1, mul_one, hμ]
    rw [Function.iterate_succ_apply, pow_succ, mul_assoc]
    exact (ih _ hμ').trans
      (mul_le_mul_of_nonneg_left (contraction hp hg hM hp1 hg1 μ hμ) (pow_nonneg hr n))
```

For a finite set of molecular or lattice configurations, with $p$ the Boltzmann distribution of an expensive energy and $g$ that of a cheap one, $M$ gives an upper bound on the number of steps needed to bring the distribution of the chain close to $p$. Since $(1-1/M)^n\le e^{-n/M}$, reducing the deviation by a factor $\eta<1$ takes at most about $M\ln(1/\eta)$ steps. Here $p$ and $g$ must be normalised, and the largest ratio $p/g$ seen in a run may lie below the true maximum, which makes the estimated rate too optimistic.

## (i) The row of a worst state

**Task.** Let $p(x)=Mg(x)$, with $p$ and $g$ normalised and $p\le Mg$ everywhere. Show that
$$P(x,y)=\frac{p(y)}M+\left(1-\frac1M\right)\delta_x(y).$$

**Solution.** For $y\ne x$ the second entry of the minimum in (a) is $p(y)g(x)/p(x)=p(y)/M$. It is no larger than $g(y)$, so it is the minimum. The diagonal entry follows from (d):
$$P(x,x)=1-\sum_{y\ne x}\frac{p(y)}M=1-\frac{1-p(x)}M=\frac{p(x)}M+1-\frac1M.$$
The off-diagonal result is `hoff`; the sum over `univ.erase y` is the sum without the diagonal term.

```lean
/-- At a state `x` where `p x = M * g x`, the sampler draws from the target with weight `1 / M`
and stays put with the remaining weight. -/
theorem kernel_worst_row (hp : ∀ x, 0 < p x) (hg : ∀ x, 0 < g x)
    (hM : ∀ x, p x ≤ M * g x) (hp1 : ∑ x, p x = 1) (hg1 : ∑ x, g x = 1)
    {x : S} (hx : p x = M * g x) (y : S) :
    kernel p g x y = p y / M + (1 - 1 / M) * pointMass x y := by
  have hM0 : M ≠ 0 := by
    intro h
    have h1 := hp x
    rw [hx, h, zero_mul] at h1
    exact lt_irrefl _ h1
  have hgx := (hg x).ne'
  have hoff : ∀ z, z ≠ x → kernel p g x z = p z / M := by
    intro z hz
    have h := accepted_ge hp hg hM x z
    have e : p z * g x / p x = p z / M := by
      rw [hx]
      field_simp
    rw [proposal_mul_accept hp hg, e] at h
    rw [kernel, if_neg (Ne.symm hz), add_zero, proposal_mul_accept hp hg, e]
    exact min_eq_right (h.trans (min_le_left _ _))
  by_cases hy : y = x
  · -- the diagonal entry follows from normalisation of the row
    subst hy
    have h1 := kernel_row_sum (p := p) hg1 y
    rw [← add_sum_erase univ _ (mem_univ y),
      sum_congr rfl fun z hz => hoff z (ne_of_mem_erase hz), ← sum_div] at h1
    have h2 := hp1
    rw [← add_sum_erase univ _ (mem_univ y)] at h2
    have h3 : ∑ z ∈ univ.erase y, p z = 1 - p y := by linarith
    rw [h3] at h1
    rw [pointMass, if_pos rfl]
    linear_combination h1
  · rw [hoff y hy, pointMass, if_neg hy, mul_zero, add_zero]
```

## (j) The rate is attained

**Task.** Start the chain at the state $x$ of (i). Show that its distribution $\mu_n$ after $n$ steps satisfies, at every $y$,
$$\mu_n(y)-p(y)=\left(1-\frac1M\right)^n(\delta_x(y)-p(y)).$$

**Solution.** For $n=0$ this is $\mu_0=\delta_x$. Suppose it holds for $n$ and write $c=(1-1/M)^n$, so that $\mu_n=(1-c)p+c\,\delta_x$. One step leaves $p$ fixed and turns $\delta_x$ into the row of $x$, so by (i)
$$\mu_{n+1}(y)=(1-c)p(y)+c\left[\frac{p(y)}M+\left(1-\frac1M\right)\delta_x(y)\right].$$
Subtracting $p(y)$ leaves $c(1-1/M)(\delta_x(y)-p(y))$, which is the claim for $n+1$. In Lean, `hform` is the mixture and `hstep` its image after one step.

With the smallest admissible $M$, the maximum of $p/g$, such a state exists, and if there are at least two states, the factor in (h) is then the best one valid for all starts.

```lean
/-- Started at a state `x` where `p x = M * g x`, the sampler has after `n` steps a deviation
from the target of exactly `(1 - 1 / M) ^ n` times the initial one, at every state. -/
theorem worst_start_exact (hp : ∀ x, 0 < p x) (hg : ∀ x, 0 < g x)
    (hM : ∀ x, p x ≤ M * g x) (hp1 : ∑ x, p x = 1) (hg1 : ∑ x, g x = 1)
    {x : S} (hx : p x = M * g x) (n : ℕ) (y : S) :
    (evolve p g)^[n] (pointMass x) y - p y = (1 - 1 / M) ^ n * (pointMass x y - p y) := by
  induction n generalizing y with
  | zero => simp
  | succ n ih =>
    rw [Function.iterate_succ_apply', pow_succ]
    generalize (1 - 1 / M) ^ n = c at ih ⊢
    -- the current distribution is a mixture of the target and the starting point
    have hform : ∀ z, (evolve p g)^[n] (pointMass x) z
        = (1 - c) * p z + c * pointMass x z := by
      intro z
      linear_combination ih z
    have hs := stationary hp hg hg1 y
    have hd : ∑ z, pointMass x z * kernel p g z y = kernel p g x y := by
      simp [pointMass]
    have hstep : evolve p g ((evolve p g)^[n] (pointMass x)) y
        = (1 - c) * p y + c * kernel p g x y := by
      rw [evolve, ← hd]
      rw [← hs]
      rw [mul_sum, mul_sum, ← sum_add_distrib]
      refine sum_congr rfl fun z _ => ?_
      rw [hform z]
      ring
    rw [hstep, kernel_worst_row hp hg hM hp1 hg1 hx y]
    ring

end

end IndependenceSampler
```

```lean
#print axioms IndependenceSampler.uniform_convergence
-- 'IndependenceSampler.uniform_convergence' depends on axioms: [propext, Classical.choice, Quot.sound]
#print axioms IndependenceSampler.worst_start_exact
-- 'IndependenceSampler.worst_start_exact' depends on axioms: [propext, Classical.choice, Quot.sound]
```
